# The trace of a cubic crystal's Kelvin stiffness matrix is unchanged by orthogonal transformations

The theorem `kelvin_trace_invariant` concerns the stiffness tensor of a cubic crystal, with arbitrary real constants `C11`, `C12` and `C44`. It says that transforming the tensor by any real 3 by 3 matrix `R` with `R * Rᵀ = 1`, reflections included, leaves the trace of its Kelvin matrix unchanged. The Kelvin matrix is the 6 by 6 Voigt matrix with each row and column weighted by 1 for normal and `√2` for shear components. The proof writes the trace as a sum of tensor components, takes the transformed components from `rotate_cubic`, and compares the two sides using the fact that the columns of `R` are unit vectors.

Lean 4 with Mathlib refuses this proof:

```lean
import Mathlib

open Matrix

namespace VoigtRotation

noncomputable section

/-- A fourth-rank tensor in three dimensions, with real Cartesian components. -/
abbrev Tensor4 := Fin 3 → Fin 3 → Fin 3 → Fin 3 → ℝ

/-- The Kronecker delta in three dimensions. -/
abbrev delta (i j : Fin 3) : ℝ := (1 : Matrix (Fin 3) (Fin 3) ℝ) i j

/-- The stiffness tensor of a cubic crystal in its crystal axes. -/
def cubic (C11 C12 C44 : ℝ) : Tensor4 := fun i j k l =>
  C12 * (delta i j * delta k l) + C44 * (delta i k * delta j l + delta i l * delta j k)
    + (C11 - C12 - 2 * C44) * ∑ a, delta i a * delta j a * delta k a * delta l a

/-- The transformation of a fourth-rank tensor by a matrix acting on each index. -/
def rotate (R : Matrix (Fin 3) (Fin 3) ℝ) (C : Tensor4) : Tensor4 := fun i j k l =>
  ∑ a, ∑ b, ∑ c, ∑ d, R i a * R j b * R k c * R l d * C a b c d

/-- The Voigt index pairs in the order 11, 22, 33, 23, 13, 12. -/
def pair : Fin 6 → Fin 3 × Fin 3 := ![(0, 0), (1, 1), (2, 2), (1, 2), (0, 2), (0, 1)]

/-- The 6 by 6 Voigt stiffness matrix of a fourth-rank tensor. -/
def voigt (C : Tensor4) : Matrix (Fin 6) (Fin 6) ℝ :=
  Matrix.of fun I J => C (pair I).1 (pair I).2 (pair J).1 (pair J).2

/-- The Kelvin weights: 1 for normal and `√2` for shear components. -/
def weight : Fin 6 → ℝ := ![1, 1, 1, √2, √2, √2]

/-- The Kelvin matrix: the Voigt matrix with a weight on each row and column. -/
def kelvin (C : Tensor4) : Matrix (Fin 6) (Fin 6) ℝ :=
  Matrix.of fun I J => weight I * weight J * voigt C I J

/-- Under an orthogonal transformation, only the anisotropic term of a cubic stiffness tensor
changes its form. -/
theorem rotate_cubic (C11 C12 C44 : ℝ) (R : Matrix (Fin 3) (Fin 3) ℝ) (hR : R * Rᵀ = 1)
    (i j k l : Fin 3) :
    rotate R (cubic C11 C12 C44) i j k l =
      C12 * (delta i j * delta k l) + C44 * (delta i k * delta j l + delta i l * delta j k)
        + (C11 - C12 - 2 * C44) * ∑ a, R i a * R j a * R k a * R l a := by
  -- orthonormality of the rows turns each delta into a sum over R
  have h : ∀ p q : Fin 3, delta p q = R p 0 * R q 0 + R p 1 * R q 1 + R p 2 * R q 2 := by
    intro p q
    have := congrFun (congrFun hR p) q
    simp only [Matrix.mul_apply, Matrix.transpose_apply, Fin.sum_univ_three] at this
    exact this.symm
  rw [h i j, h k l, h i k, h j l, h i l, h j k]
  have d0 : ∀ p : Fin 3, delta p p = 1 := fun p => Matrix.one_apply_eq p
  have d1 : delta 0 1 = 0 := Matrix.one_apply_ne (by decide)
  have d2 : delta 0 2 = 0 := Matrix.one_apply_ne (by decide)
  have d3 : delta 1 0 = 0 := Matrix.one_apply_ne (by decide)
  have d4 : delta 1 2 = 0 := Matrix.one_apply_ne (by decide)
  have d5 : delta 2 0 = 0 := Matrix.one_apply_ne (by decide)
  have d6 : delta 2 1 = 0 := Matrix.one_apply_ne (by decide)
  simp only [rotate, cubic, Fin.sum_univ_three, d0, d1, d2, d3, d4, d5, d6,
    mul_zero, mul_one, add_zero, zero_add]
  ring

/-- The trace of the Kelvin matrix of a cubic crystal is the same after every orthogonal
transformation. -/
theorem kelvin_trace_invariant (C11 C12 C44 : ℝ) (R : Matrix (Fin 3) (Fin 3) ℝ)
    (hR : R * Rᵀ = 1) :
    (kelvin (rotate R (cubic C11 C12 C44))).trace = (kelvin (cubic C11 C12 C44)).trace := by
  have hk : ∀ C : Tensor4, (kelvin C).trace = C 0 0 0 0 + C 1 1 1 1 + C 2 2 2 2
      + 2 * (C 1 2 1 2 + C 0 2 0 2 + C 0 1 0 1) := by
    intro C
    have h2 : √2 * √2 = (2 : ℝ) := Real.mul_self_sqrt (by norm_num)
    have e : (kelvin C).trace = 1 * 1 * C 0 0 0 0 + 1 * 1 * C 1 1 1 1 + 1 * 1 * C 2 2 2 2
        + √2 * √2 * C 1 2 1 2 + √2 * √2 * C 0 2 0 2 + √2 * √2 * C 0 1 0 1 := by
      simp only [Matrix.trace, Fin.sum_univ_six]
      rfl
    rw [e, h2]
    ring
  -- the columns of R are unit vectors
  have hq : ∀ a : Fin 3, R 0 a ^ 2 + R 1 a ^ 2 + R 2 a ^ 2 = 1 := by
    intro a
    have := congrFun (congrFun (mul_eq_one_comm.mp hR) a) a
    simp only [Matrix.mul_apply, Matrix.transpose_apply, Fin.sum_univ_three,
      Matrix.one_apply_eq] at this
    linarith
  rw [hk, hk]
  simp only [rotate_cubic C11 C12 C44 R hR]
  simp only [cubic, delta, Fin.sum_univ_three, Matrix.one_apply, Fin.reduceEq, if_true, if_false]
  linear_combination (C11 - C12 - 2 * C44) *
    ((R 0 0 ^ 2 + R 1 0 ^ 2 + R 2 0 ^ 2 + 1) * hq 0
      + (R 0 1 ^ 2 + R 1 1 ^ 2 + R 2 1 ^ 2 + 1) * hq 1
      + (R 0 2 ^ 2 + R 1 2 ^ 2 + R 2 2 ^ 2 + 1) * hq 2)

end

end VoigtRotation
```

Compiling this gives:

```
Main.lean:81:21: error: Application type mismatch: The argument
  congrFun (mul_eq_one_comm.mp ?m.378) a
has type
  (?m.375 * ?m.374) a = 1 a
but is expected to have type
  ?m.365 = ?m.366
in the application
  congrFun (congrFun (mul_eq_one_comm.mp ?m.378) a)
```

The error is in the proof of `hq`, the statement that the columns of `R` are unit vectors. There `mul_eq_one_comm.mp hR` is meant to give `Rᵀ * R = 1`, and two uses of `congrFun` are meant to take a diagonal entry of it.

The outer `congrFun` needs an equation between functions. The inner one offers `(?m.375 * ?m.374) a = 1 a`, where the two factors are still unknown, and `?m.378` stands where `hR` should be. Lean had therefore not yet used `hR` to learn that the factors are 3 by 3 matrices. Without that, it could not see that each side, a row of a matrix, is itself a function, and it rejected the argument.

The repair first states the equation as `hT : Rᵀ * R = 1`, proved by the same `mul_eq_one_comm.mp hR`. The stated type fixes the matrices before `congrFun` is applied, so both applications go through. The mathematics is unchanged.

As a diff, the version that Lean accepts:

```diff
@@ -79,5 +79,6 @@
   have hq : ∀ a : Fin 3, R 0 a ^ 2 + R 1 a ^ 2 + R 2 a ^ 2 = 1 := by
     intro a
-    have := congrFun (congrFun (mul_eq_one_comm.mp hR) a) a
+    have hT : Rᵀ * R = 1 := mul_eq_one_comm.mp hR
+    have := congrFun (congrFun hT a) a
     simp only [Matrix.mul_apply, Matrix.transpose_apply, Fin.sum_univ_three,
       Matrix.one_apply_eq] at this
```
